# Time reversal for spin n/2: T² = (−1)ⁿ, reversed spin components, and Kramers pairs of real quadratic spin Hamiltonians for odd n

A magnetic ion with spin 3/2 sits in a crystal site of low symmetry, with no magnetic field applied. However the surroundings distort, zero-field splitting leaves its four levels in degenerate pairs. An ion with spin 1 in a similar site can split into three single levels.

I would like to trace this difference to the action of time reversal on one spin \(n/2\). Take the basis \(e_0,\dots,e_n\), in units with \(\hbar=1\), with

\[
J_z e_k=(k-\tfrac n2)\,e_k,\qquad J_+e_k=\sqrt{(n-k)(k+1)}\;e_{k+1},\qquad J_-=J_+^\dagger ,
\]

and let \(T\) be the antilinear map with \(Te_k=(-1)^k e_{n-k}\). I believe that \(T^2=(-1)^n\), \(TJ_z=-J_zT\) and \(TJ_+=-J_-T\), and that the pairs for odd \(n\) follow. Can this be made rigorous for every \(n\), and checked by machine?

## Yes: T turns the ladder upside down, and odd n forces pairs

**The square of T.** Applying \(T\) twice to a basis state gives

\[
T^2e_k=(-1)^k\,Te_{n-k}=(-1)^k(-1)^{n-k}e_k=(-1)^n e_k .
\]

Since \(T^2\) is linear, it is \((-1)^n\) on every state.

**The ladder relations.** The state \(e_{n-k}\) has \(J_z\) eigenvalue \(n-k-\tfrac n2=-(k-\tfrac n2)\), so \(TJ_z=-J_zT\). The adjoint of \(J_+\) acts as \(J_-e_j=\sqrt{j(n-j+1)}\,e_{j-1}\). Therefore, for \(k<n\),

\[
TJ_+e_k=(-1)^{k+1}\sqrt{(n-k)(k+1)}\;e_{n-k-1},\qquad
J_-Te_k=(-1)^{k}\sqrt{(n-k)(k+1)}\;e_{n-k-1},
\]

and for \(k=n\) both vanish. Hence \(TJ_+=-J_-T\). Multiplying this by \(T\) on the left and on the right, and using \(T^2=(-1)^n\), gives \(TJ_-=-J_+T\).

**The Cartesian components.** With \(J_x=\tfrac12(J_++J_-)\), the relation \(TJ_x=-J_xT\) is immediate. For \(J_y=-\tfrac i2(J_+-J_-)\), antilinearity conjugates the prefactor:

\[
TJ_y=\tfrac i2(TJ_+-TJ_-)=\tfrac i2(J_+-J_-)T=-J_yT .
\]

**Equal energies.** Let \(H=\sum_{ab}D_{ab}J_aJ_b\) with real \(D_{ab}\). Each product contains two sign changes, so \(TH=HT\). If \(Hv=Ev\) with \(E\) real, then \(H\,Tv=T(Ev)=E\,Tv\).

**Two different states.** In amplitudes, \((Tv)_i=(-1)^{n-i}\,\overline{v_{n-i}}\), so

\[
\langle v,Tv\rangle=\sum_i(-1)^{n-i}\,\overline{v_i}\,\overline{v_{n-i}} .
\]

Replacing \(i\) by \(n-i\) changes the sign factor to \((-1)^i\), which for odd \(n\) is \(-(-1)^{n-i}\). The sum equals its own negative and is zero. If \(v\neq0\), then \(Tv\neq0\), because \(T^2v=-v\). The level therefore contains two orthogonal nonzero states; if \(v\) is normalised, so is \(Tv\), since \(T\) only permutes amplitudes, conjugates them and changes signs.

**Integer spin.** For \(n=2m\), take \(H=J_z^2\). Its eigenvalues are \((k-m)^2\), and zero occurs only at \(k=m\). That level is a singlet in the sense of being nondegenerate, not of having total spin zero, and \(Te_m=(-1)^me_m\) supplies no second state. The other levels of this \(H\) are still pairs. For spin 1, adding \(\varepsilon(J_x^2-J_y^2)\) with \(0<\varepsilon<1\) splits the remaining pair as well, and the three energies are \(0\), \(1-\varepsilon\) and \(1+\varepsilon\).

## How the Lean objects correspond to the spin

A state is a vector of amplitudes `Fin (n + 1) → ℂ`, not necessarily normalised, and index \(k\) stands for magnetic quantum number \(k-n/2\), so \(e_0\) is the state with the lowest magnetic quantum number, whatever its energy. `Jz`, `Jplus` and `Jminus` are the matrices of the three operators, and `spin n` lists \(J_x,J_y,J_z\) under the indices 0, 1, 2. The ladder matrix elements are real and nonnegative, which fixes the relative phases of the basis.

`timeReversal` is defined by the amplitude formula above, where `i.rev` means \(n-i\). `timeReversal_basis` recovers \(Te_k=(-1)^ke_{n-k}\), and `timeReversal_antilinear` states antilinearity. `timeReversal_sq`, `timeReversal_ladder` and `timeReversal_spin` express the operator relations as equations for every vector `v` and every `n`, including spin zero.

`kramers_pair_quadraticH` takes an odd `n`, a real tensor `D`, a real number `E` and a nonzero `v` with \(Hv=Ev\). It concludes that \(Tv\) is nonzero, has the same energy and is orthogonal to \(v\). The tensor need not be symmetric, so \(H\) need not be Hermitian, and the reality of `E` is therefore a hypothesis. For the symmetric tensor of ordinary zero-field splitting, \(H\) is Hermitian and every eigenvalue is real.

This is Kramers degeneracy for one spin with a quadratic Hamiltonian, not for an arbitrary time-reversal-invariant system of electrons. Within that one-spin model it gives a simple test of a computed zero-field spectrum: at half-integer spin, no level may be single. A magnetic field, which adds terms linear in the spin, is not covered.

```lean
import Mathlib

open Matrix ComplexConjugate

namespace HigherSpinTimeReversal

noncomputable section

/-- The operator `Jz` of spin `n/2`, diagonal with entries `k - n/2` for `k = 0, …, n`. -/
def Jz (n : ℕ) : Matrix (Fin (n + 1)) (Fin (n + 1)) ℂ :=
  Matrix.diagonal fun k => ((k : ℕ) : ℂ) - (n : ℂ) / 2

/-- The raising operator of spin `n/2`, taking `e_k` to `√((n - k)(k + 1)) e_(k+1)`. -/
def Jplus (n : ℕ) : Matrix (Fin (n + 1)) (Fin (n + 1)) ℂ :=
  Matrix.of fun i j => if (i : ℕ) = (j : ℕ) + 1 then
    ((Real.sqrt (((n : ℝ) - ((j : ℕ) : ℝ)) * (((j : ℕ) : ℝ) + 1)) : ℝ) : ℂ) else 0

/-- The lowering operator, the adjoint of the raising operator. -/
def Jminus (n : ℕ) : Matrix (Fin (n + 1)) (Fin (n + 1)) ℂ := (Jplus n)ᴴ

/-- The Cartesian spin components `Jx`, `Jy`, `Jz`, numbered 0, 1, 2. -/
def spin (n : ℕ) : Fin 3 → Matrix (Fin (n + 1)) (Fin (n + 1)) ℂ :=
  ![(1 / 2 : ℂ) • (Jplus n + Jminus n), (-Complex.I / 2) • (Jplus n - Jminus n), Jz n]

/-- The quadratic spin Hamiltonian `∑ D_ab J_a J_b` with a real coupling tensor `D`. -/
def quadraticH (n : ℕ) (D : Fin 3 → Fin 3 → ℝ) : Matrix (Fin (n + 1)) (Fin (n + 1)) ℂ :=
  ∑ a, ∑ b, (D a b : ℂ) • (spin n a * spin n b)

/-- Time reversal on amplitudes: conjugate, reverse the order of the levels, and attach
alternating signs. -/
def timeReversal {n : ℕ} (v : Fin (n + 1) → ℂ) : Fin (n + 1) → ℂ :=
  fun i => (-1) ^ (i.rev : ℕ) * conj (v i.rev)

/-- Time reversal takes the basis state `e_k` to `(-1)^k e_(n-k)`. -/
theorem timeReversal_basis {n : ℕ} (k : Fin (n + 1)) :
    timeReversal (Pi.single k 1) = (-1 : ℂ) ^ (k : ℕ) • Pi.single k.rev (1 : ℂ) := by
  ext i
  by_cases h : i = k.rev
  · subst h
    simp [timeReversal]
  · have h' : i.rev ≠ k := fun e => h (by rw [← e, Fin.rev_rev])
    simp [timeReversal, h, h']

/-- Time reversal is antilinear. -/
theorem timeReversal_antilinear {n : ℕ} (a b : ℂ) (v w : Fin (n + 1) → ℂ) :
    timeReversal (a • v + b • w) = conj a • timeReversal v + conj b • timeReversal w := by
  ext i
  simp only [timeReversal, Pi.add_apply, Pi.smul_apply, smul_eq_mul, map_add, map_mul]
  ring

/-- Applying time reversal twice to a state of spin `n/2` multiplies it by `(-1)^n`. -/
theorem timeReversal_sq {n : ℕ} (v : Fin (n + 1) → ℂ) :
    timeReversal (timeReversal v) = (-1 : ℂ) ^ n • v := by
  ext i
  have hi : (i.rev : ℕ) + (i : ℕ) = n := by
    have := i.isLt
    rw [Fin.val_rev]; omega
  have hs : (-1 : ℂ) ^ (i.rev : ℕ) * (-1) ^ (i : ℕ) = (-1) ^ n := by rw [← pow_add, hi]
  simp only [timeReversal, Fin.rev_rev, map_mul, map_pow, map_neg, map_one,
    Complex.conj_conj, Pi.smul_apply, smul_eq_mul]
  linear_combination v i * hs

/-- The matrix of `J+` is real, is unchanged when the ladder is turned upside down and transposed,
and connects only basis states with one even and one odd index. -/
theorem Jplus_entries {n : ℕ} (i j : Fin (n + 1)) :
    conj (Jplus n i j) = Jplus n i j ∧ Jplus n j.rev i.rev = Jplus n i j ∧
      (-1) ^ (i : ℕ) * Jplus n i j = -(Jplus n i j * (-1) ^ (j : ℕ)) := by
  have hi : (i.rev : ℕ) + (i : ℕ) = n := by
    have := i.isLt
    rw [Fin.val_rev]; omega
  have hj : (j.rev : ℕ) + (j : ℕ) = n := by
    have := j.isLt
    rw [Fin.val_rev]; omega
  by_cases h : (i : ℕ) = (j : ℕ) + 1
  · have h' : (j.rev : ℕ) = (i.rev : ℕ) + 1 := by omega
    have hc : ((n : ℝ) - ((i.rev : ℕ) : ℝ)) * (((i.rev : ℕ) : ℝ) + 1)
        = ((n : ℝ) - ((j : ℕ) : ℝ)) * (((j : ℕ) : ℝ) + 1) := by
      have e1 : ((i.rev : ℕ) : ℝ) + ((i : ℕ) : ℝ) = n := by exact_mod_cast hi
      have e2 : ((i : ℕ) : ℝ) = ((j : ℕ) : ℝ) + 1 := by exact_mod_cast h
      have e3 : ((i.rev : ℕ) : ℝ) = n - ((j : ℕ) : ℝ) - 1 := by linarith
      rw [e3]; ring
    simp only [Jplus, Matrix.of_apply, if_pos h, if_pos h', hc, Complex.conj_ofReal]
    refine ⟨trivial, trivial, ?_⟩
    rw [h, pow_succ]; ring
  · have h' : ¬ (j.rev : ℕ) = (i.rev : ℕ) + 1 := by omega
    simp only [Jplus, Matrix.of_apply, if_neg h, if_neg h']
    simp

/-- An entrywise criterion for `T A = B T`, with `T` time reversal and `A`, `B` matrices. -/
theorem timeReversal_mulVec {n : ℕ} {A B : Matrix (Fin (n + 1)) (Fin (n + 1)) ℂ}
    (h : ∀ i j : Fin (n + 1),
      (-1) ^ (i : ℕ) * conj (A i j) = B i.rev j.rev * (-1) ^ (j : ℕ))
    (v : Fin (n + 1) → ℂ) : timeReversal (A *ᵥ v) = B *ᵥ timeReversal v := by
  ext i
  simp only [timeReversal, Matrix.mulVec, dotProduct, map_sum, map_mul, Finset.mul_sum]
  -- reverse the summation index on the right
  refine Eq.trans (Finset.sum_congr rfl fun j _ => ?_) (Equiv.sum_comp Fin.revPerm _)
  have hij := h i.rev j
  rw [Fin.rev_rev] at hij
  simp only [Fin.revPerm_apply, Fin.rev_rev]
  linear_combination conj (v j) * hij

/-- Time reversal `T` obeys `T Jz = -Jz T`, `T J+ = -J- T` and `T J- = -J+ T`. -/
theorem timeReversal_ladder {n : ℕ} (v : Fin (n + 1) → ℂ) :
    timeReversal (Jz n *ᵥ v) = -(Jz n *ᵥ timeReversal v) ∧
    timeReversal (Jplus n *ᵥ v) = -(Jminus n *ᵥ timeReversal v) ∧
    timeReversal (Jminus n *ᵥ v) = -(Jplus n *ᵥ timeReversal v) := by
  simp only [← Matrix.neg_mulVec]
  refine ⟨timeReversal_mulVec (fun i j => ?_) v, timeReversal_mulVec (fun i j => ?_) v,
    timeReversal_mulVec (fun i j => ?_) v⟩
  · by_cases h : i = j
    · rw [← h]
      have hi : (i.rev : ℕ) + (i : ℕ) = n := by
        have := i.isLt
        rw [Fin.val_rev]; omega
      have hc : ((i.rev : ℕ) : ℂ) + ((i : ℕ) : ℂ) = n := by exact_mod_cast hi
      simp only [Jz, Matrix.neg_apply, Matrix.diagonal_apply_eq, map_sub, map_div₀,
        map_natCast, map_ofNat]
      linear_combination (-1) ^ (i : ℕ) * hc
    · simp [Jz, h]
  · simp only [Jminus, Matrix.neg_apply, Matrix.conjTranspose_apply, Complex.star_def,
      (Jplus_entries _ _).1, (Jplus_entries i j).2.1]
    linear_combination (Jplus_entries i j).2.2
  · simp only [Jminus, Matrix.neg_apply, Matrix.conjTranspose_apply, Complex.star_def,
      (Jplus_entries _ _).1, (Jplus_entries j i).2.1]
    linear_combination (Jplus_entries j i).2.2

/-- Time reversal anticommutes with each Cartesian component of the spin. -/
theorem timeReversal_spin {n : ℕ} (a : Fin 3) (v : Fin (n + 1) → ℂ) :
    timeReversal (spin n a *ᵥ v) = -(spin n a *ᵥ timeReversal v) := by
  obtain ⟨hz, hp, hm⟩ := timeReversal_ladder v
  have ex : ∀ w, spin n 0 *ᵥ w
      = (1 / 2 : ℂ) • (Jplus n *ᵥ w) + (1 / 2 : ℂ) • (Jminus n *ᵥ w) := by
    intro w
    change ((1 / 2 : ℂ) • (Jplus n + Jminus n)) *ᵥ w = _
    rw [Matrix.smul_mulVec, Matrix.add_mulVec, smul_add]
  have ey : ∀ w, spin n 1 *ᵥ w
      = (-Complex.I / 2) • (Jplus n *ᵥ w) + (Complex.I / 2) • (Jminus n *ᵥ w) := by
    intro w
    change ((-Complex.I / 2) • (Jplus n - Jminus n)) *ᵥ w = _
    rw [Matrix.smul_mulVec, Matrix.sub_mulVec]
    module
  have h2 : conj (2 : ℂ) = 2 := map_ofNat (starRingEnd ℂ) 2
  fin_cases a
  · change timeReversal (spin n 0 *ᵥ v) = -(spin n 0 *ᵥ timeReversal v)
    have c : conj (1 / 2 : ℂ) = 1 / 2 := by simp [h2]
    rw [ex, ex, timeReversal_antilinear, hp, hm, c]
    module
  · -- the factor i in Jy is conjugated, which restores the common sign
    change timeReversal (spin n 1 *ᵥ v) = -(spin n 1 *ᵥ timeReversal v)
    have c1 : conj (-Complex.I / 2) = Complex.I / 2 := by simp [h2]
    have c2 : conj (Complex.I / 2) = -Complex.I / 2 := by simp [h2]
    rw [ey, ey, timeReversal_antilinear, hp, hm, c1, c2]
    module
  · exact hz

/-- For odd `n`, every state of spin `n/2` is orthogonal to its time reverse. -/
theorem orthogonal_timeReversal {n : ℕ} (hn : Odd n) (v : Fin (n + 1) → ℂ) :
    star v ⬝ᵥ timeReversal v = 0 := by
  have hS : star v ⬝ᵥ timeReversal v = -(star v ⬝ᵥ timeReversal v) := by
    simp only [dotProduct, timeReversal, Pi.star_apply]
    rw [← Finset.sum_neg_distrib]
    refine (Equiv.sum_comp Fin.revPerm _).symm.trans (Finset.sum_congr rfl fun i _ => ?_)
    have hi : (i : ℕ) + (i.rev : ℕ) = n := by
      have := i.isLt
      rw [Fin.val_rev]; omega
    -- levels k and n - k carry opposite signs
    have h : (-1 : ℂ) ^ (i : ℕ) * (-1) ^ (i.rev : ℕ) = -1 := by
      rw [← pow_add, hi, hn.neg_one_pow]
    have hq : (-1 : ℂ) ^ (i.rev : ℕ) * (-1) ^ (i.rev : ℕ) = 1 := by
      rw [← mul_pow]; norm_num
    have hpq : (-1 : ℂ) ^ (i : ℕ) + (-1) ^ (i.rev : ℕ) = 0 := by
      linear_combination (-1 : ℂ) ^ (i.rev : ℕ) * h - (-1 : ℂ) ^ (i : ℕ) * hq
    simp only [Fin.revPerm_apply, Fin.rev_rev, Complex.star_def]
    linear_combination conj (v i) * conj (v i.rev) * hpq
  linear_combination hS / 2

/-- For odd `n`, an eigenstate of a real quadratic spin Hamiltonian with real energy `E` has a
nonzero time reverse, which is an eigenstate with the same energy and orthogonal to it. -/
theorem kramers_pair_quadraticH {n : ℕ} (hn : Odd n) (D : Fin 3 → Fin 3 → ℝ) (E : ℝ)
    {v : Fin (n + 1) → ℂ} (hv : v ≠ 0) (hE : quadraticH n D *ᵥ v = (E : ℂ) • v) :
    timeReversal v ≠ 0 ∧ quadraticH n D *ᵥ timeReversal v = (E : ℂ) • timeReversal v ∧
      star v ⬝ᵥ timeReversal v = 0 := by
  have Tsum : ∀ f : Fin 3 → Fin (n + 1) → ℂ,
      timeReversal (∑ a, f a) = ∑ a, timeReversal (f a) := by
    intro f
    ext i
    simp only [timeReversal, Finset.sum_apply, map_sum, Finset.mul_sum]
  have Tsmul : ∀ (r : ℝ) (w : Fin (n + 1) → ℂ),
      timeReversal ((r : ℂ) • w) = (r : ℂ) • timeReversal w := by
    intro r w
    ext i
    simp only [timeReversal, Pi.smul_apply, smul_eq_mul, map_mul, Complex.conj_ofReal]
    ring
  have hH : ∀ w, quadraticH n D *ᵥ w
      = ∑ a, ∑ b, (D a b : ℂ) • (spin n a *ᵥ (spin n b *ᵥ w)) := by
    intro w
    simp only [quadraticH, Fin.sum_univ_three, Matrix.add_mulVec, Matrix.smul_mulVec,
      Matrix.mulVec_mulVec]
  -- two sign changes cancel, so the Hamiltonian commutes with time reversal
  have hT : timeReversal (quadraticH n D *ᵥ v) = quadraticH n D *ᵥ timeReversal v := by
    simp only [hH, Tsum, Tsmul, timeReversal_spin, Matrix.mulVec_neg, neg_neg]
  refine ⟨fun h0 => hv ?_, ?_, orthogonal_timeReversal hn v⟩
  · have h2 := timeReversal_sq v
    have hz : timeReversal (0 : Fin (n + 1) → ℂ) = 0 := by
      ext i
      simp [timeReversal]
    rw [h0, hz, hn.neg_one_pow, neg_one_smul] at h2
    exact neg_eq_zero.mp h2.symm
  · rw [← hT, hE, Tsmul]

/-- For integer spin `m`, the states annihilated by `Jz²` are exactly the multiples of the
middle basis state `e_m`. -/
theorem integer_spin_singlet_level (m : ℕ) (v : Fin (2 * m + 1) → ℂ) :
    (Jz (2 * m) * Jz (2 * m)) *ᵥ v = 0 ↔
      ∃ c : ℂ, v = c • Pi.single (⟨m, by omega⟩ : Fin (2 * m + 1)) (1 : ℂ) := by
  have hJ : ∀ k, ((Jz (2 * m) * Jz (2 * m)) *ᵥ v) k
      = (((k : ℕ) : ℂ) - m) * (((k : ℕ) : ℂ) - m) * v k := by
    intro k
    rw [Jz, Matrix.diagonal_mul_diagonal, Matrix.mulVec_diagonal]
    push_cast
    ring
  constructor
  · intro h
    refine ⟨v ⟨m, by omega⟩, ?_⟩
    ext k
    by_cases hk : k = ⟨m, by omega⟩
    · subst hk
      simp
    · have hkm : ((k : ℕ) : ℂ) - m ≠ 0 := by
        intro e
        exact hk (Fin.ext (by exact_mod_cast sub_eq_zero.mp e))
      have h0 := congrFun h k
      rw [hJ, Pi.zero_apply] at h0
      have hvk : v k = 0 := (mul_eq_zero.mp h0).resolve_left (mul_ne_zero hkm hkm)
      simp [hk, hvk]
  · rintro ⟨c, hc⟩
    ext k
    rw [hJ, Pi.zero_apply, hc]
    by_cases hk : k = ⟨m, by omega⟩
    · subst hk
      simp
    · simp [hk]

end

end HigherSpinTimeReversal
```

```lean
#print axioms HigherSpinTimeReversal.timeReversal_basis
#print axioms HigherSpinTimeReversal.kramers_pair_quadraticH
#print axioms HigherSpinTimeReversal.integer_spin_singlet_level
```

```
'HigherSpinTimeReversal.timeReversal_basis' depends on axioms: [propext, Classical.choice, Quot.sound]
'HigherSpinTimeReversal.kramers_pair_quadraticH' depends on axioms: [propext, Classical.choice, Quot.sound]
'HigherSpinTimeReversal.integer_spin_singlet_level' depends on axioms: [propext, Classical.choice, Quot.sound]
```

## From matrix entries to Kramers pairs

`timeReversal_sq` combines the two signs through \((n-i)+i=n\), as in the calculation on basis states.

The ladder relations are proved by comparing matrix entries. For matrices \(A\) and \(B\), applying \(TA\) and \(BT\) to \(e_j\) and comparing the coefficients of \(e_{n-i}\) gives the condition

\[
(-1)^i\,\overline{A_{ij}}=B_{n-i,\,n-j}\,(-1)^j .
\]

`timeReversal_mulVec` shows that this condition implies \(TAv=BTv\) for all \(v\). Its main step reverses the summation index with `Equiv.sum_comp Fin.revPerm`.

`Jplus_entries` supplies what the condition needs for \(J_+\): its entries are real, they satisfy \((J_+)_{n-j,\,n-i}=(J_+)_{ij}\), and they connect only indices of opposite parity. The second property is the equality of square roots found above, and the third produces the minus sign. `timeReversal_ladder` then checks the condition three times, with \(B\) equal to \(-J_z\), \(-J_-\) and \(-J_+\). Here \(TJ_-=-J_+T\) comes from the entries directly and not from multiplying by \(T\).

`timeReversal_spin` treats the three components separately. The auxiliary equations `ex` and `ey` expand \(J_x\) and \(J_y\) in ladder operators, and `c1` and `c2` record the conjugation of \(\mp i/2\).

`orthogonal_timeReversal` reverses the summation index once more. Its equation `hpq` says that the signs at \(i\) and \(n-i\) add to zero for odd \(n\), which gives \(S=-S\) for the inner product \(S\).

In `kramers_pair_quadraticH`, `Tsum` and `Tsmul` let \(T\) pass through sums and real coefficients, and `hH` writes \(H\) as successive actions of two spin components. The step `hT` then cancels the two minus signs with `neg_neg`, giving \(THv=HTv\). The energy equation follows from it, and \(Tv\neq0\) follows from `timeReversal_sq`.

Finally, `integer_spin_singlet_level` computes the \(k\)-th amplitude of \(J_z^2v\) as \((k-m)^2v_k\). If all of these vanish, every amplitude except \(v_m\) is zero; conversely, every multiple of \(e_m\) is annihilated.
